# Dewar numbers of an invertible alternant Hückel system from its inverse matrix

Let A be an invertible real symmetric Hückel matrix whose atoms can be given two colours so that no two atoms of the same colour are coupled and all diagonal entries vanish. Then the Dewar number of every atom r is

N_r = 2 / √((A⁻²)_rr).

Here energies are measured from the common site energy α in units of the resonance integral β. Deleting atom r leaves exactly one nonbonding orbital y, up to a factor, and N_r is twice the absolute value of its neighbour sum,

s = Σ_{i≠r} A_ri y_i, with Σ_{i≠r} y_i² = 1.

For an adjacency matrix, s is the plain sum of the coefficients on the neighbours of r. The formula gives 4/√3 for benzene, and 6/√11 and 6/√8 for the α and β positions of naphthalene.

## One linear solve per position

A code that ranks positions by Dewar number can solve A b = e_r, where e_r is the unit vector on atom r, and return 2/‖b‖. One factorisation of A serves all positions, and no residual molecule has to be diagonalised.

In the non-interacting, one-parameter Hückel model with one π electron per atom, N_r|β| is the estimate, to first order in the couplings to r, of the π binding energy lost when atom r leaves the conjugated system. For an attack that binds a reagent to atom r and so takes r out of the conjugation, a smaller number therefore points to a more reactive position.

## The inverse column as nonbonding orbital

The solution b is column r of A⁻¹. Its entry b_r vanishes. To see this, let u agree with b on the colour of r and be zero elsewhere.

- If atom i has the colour of r, every term of (Au)_i = Σ_j A_ij u_j is zero: either j has the same colour and A_ij = 0, or u_j = 0.
- If i has the other colour, the terms missing from (Au)_i are those with j on the colour of i, where A_ij = 0. Hence (Au)_i = (Ab)_i = 0, because i ≠ r.

So Au = 0. Since A is invertible, u = 0, and in particular b_r = 0.

The term j = r now drops out of A b = e_r:

Σ_{j≠r} A_ij b_j = 0 for i ≠ r,

Σ_{j≠r} A_rj b_j = 1.

Restricted to the remaining atoms, b is thus a zero-energy vector with neighbour sum 1, and so it is not zero.

Conversely, let y be any zero-energy vector of the residual molecule, and extend it to x by setting x_r = 0. Then (Ax)_i = 0 for i ≠ r and (Ax)_r = s, so

A x = s e_r, and therefore x = s b.

The kernel is the line spanned by b. By symmetry of A⁻¹,

Σ_{i≠r} b_i² = Σ_i (A⁻¹)_ri (A⁻¹)_ir = (A⁻²)_rr.

If y is normalised, then 1 = s² (A⁻²)_rr, and 2|s| is the stated value.

If the matrix A of the theorem is an integer matrix M, and M B = k·1 for an integer matrix B and an integer k > 0, the inverse is B/k, which gives

N_r = 2k / √((B²)_rr).

In benzene k = 2, and column 0 of B is (0, 1, 0, −1, 0, 1). The normalised orbital has coefficients 1/√3, −1/√3, 1/√3 on atoms 1, 3, 5. The neighbours of atom 0 are 1 and 5, so s = 2/√3 and N_0 = 4/√3.

In naphthalene k = 3, and the squared column norms of B are 11, 8 and 5 for atoms 1 (α), 2 (β) and 0 (bridgehead). The numbers are 6/√11 ≈ 1.81, 6/√8 ≈ 2.12 and 6/√5 ≈ 2.68.

## The Lean file

```lean
import Mathlib

open Matrix

namespace DewarReactivity

noncomputable section

variable {n : Type*} [Fintype n] [DecidableEq n]

/-- The atoms carry two colours `c`, the matrix couples no two atoms of the same colour, and its
diagonal entries vanish. -/
def IsAlternant {R : Type*} [Zero R] (A : Matrix n n R) (c : n → Bool) : Prop :=
  ∀ i j, c i = c j → A i j = 0

/-- The Hückel matrix of the residual molecule, with atom `r` taken out of the pi system. -/
def deleted (A : Matrix n n ℝ) (r : n) : Matrix {i // i ≠ r} {i // i ≠ r} ℝ :=
  A.submatrix Subtype.val Subtype.val

/-- The sum of the orbital coefficients around atom `r`, weighted by their couplings to `r`. -/
def neighbourSum (A : Matrix n n ℝ) (r : n) (y : {i // i ≠ r} → ℝ) : ℝ :=
  ∑ i : {i // i ≠ r}, A r i * y i

/-- Column `r` of the inverse Hückel matrix, restricted to the residual molecule. -/
def invColumn (A : Matrix n n ℝ) (r : n) : {i // i ≠ r} → ℝ := fun i => A⁻¹ i r

/-- A normalised orbital of zero energy on the residual molecule. -/
def IsNonbonding (A : Matrix n n ℝ) (r : n) (y : {i // i ≠ r} → ℝ) : Prop :=
  deleted A r *ᵥ y = 0 ∧ ∑ i, y i ^ 2 = 1

/-- The residual molecule has a normalised nonbonding orbital, and for each such orbital
twice the absolute neighbour sum is `N`. -/
def HasDewarNumber (A : Matrix n n ℝ) (r : n) (N : ℝ) : Prop :=
  (∃ y, IsNonbonding A r y) ∧ ∀ y, IsNonbonding A r y → 2 * |neighbourSum A r y| = N

/-- A sum over all atoms is the term of atom `r` plus the sum over the residual molecule. -/
lemma sum_split (f : n → ℝ) (r : n) : ∑ i, f i = f r + ∑ i : {i // i ≠ r}, f i := by
  rw [← Finset.add_sum_erase Finset.univ f (Finset.mem_univ r),
    Finset.sum_subtype (Finset.univ.erase r) (p := fun i => i ≠ r) (fun i => by simp) f]

/-- The inverse Hückel matrix of an alternant system has zero diagonal. -/
theorem inv_diag_eq_zero {A : Matrix n n ℝ} {c : n → Bool} (hc : IsAlternant A c)
    (hA : IsUnit A.det) (r : n) : A⁻¹ r r = 0 := by
  -- the part of column r on the colour of r is annihilated by A
  have key : A *ᵥ (fun j => if c j = c r then A⁻¹ j r else 0) = 0 := by
    ext i
    change ∑ j, A i j * (if c j = c r then A⁻¹ j r else 0) = 0
    by_cases hi : c i = c r
    · refine Finset.sum_eq_zero fun j _ => ?_
      by_cases hj : c j = c r
      · rw [hc i j (hi.trans hj.symm), zero_mul]
      · rw [if_neg hj, mul_zero]
    · have h1 := congrFun (congrFun (Matrix.mul_nonsing_inv A hA) i) r
      rw [Matrix.mul_apply, Matrix.one_apply_ne (fun h => hi (by rw [h]))] at h1
      refine Eq.trans (Finset.sum_congr rfl fun j _ => ?_) h1
      by_cases hj : c j = c r
      · rw [if_pos hj]
      · have hij : c i = c j := by
          revert hi hj
          cases c i <;> cases c j <;> cases c r <;> simp
        rw [hc i j hij, zero_mul, zero_mul]
  have h0 := Matrix.eq_zero_of_mulVec_eq_zero hA.ne_zero key
  simpa using congrFun h0 r

/-- A zero-energy vector of the residual molecule is its own neighbour sum times column `r`
of the inverse Hückel matrix. -/
theorem orbital_eq {A : Matrix n n ℝ} {r : n} (hA : IsUnit A.det) {y : {i // i ≠ r} → ℝ}
    (hy : deleted A r *ᵥ y = 0) (i : {i // i ≠ r}) :
    y i = neighbourSum A r y * invColumn A r i := by
  -- extend y by zero at the deleted atom
  obtain ⟨x, hxr, hx⟩ : ∃ x : n → ℝ, x r = 0 ∧ ∀ i : {i // i ≠ r}, x i = y i :=
    ⟨fun i => if h : i ≠ r then y ⟨i, h⟩ else 0, by simp, fun i => dif_pos i.2⟩
  have hAx : ∀ i, ∑ j, A i j * x j = ∑ j : {j // j ≠ r}, A i j * y j := by
    intro i
    rw [sum_split _ r, hxr, mul_zero, zero_add]
    exact Finset.sum_congr rfl fun j _ => by rw [hx j]
  have hfull : A *ᵥ x = Pi.single r (neighbourSum A r y) := by
    ext i
    change ∑ j, A i j * x j = _
    rw [hAx]
    by_cases hi : i = r
    · rw [hi, Pi.single_eq_same]
      rfl
    · rw [Pi.single_eq_of_ne hi]
      exact congrFun hy ⟨i, hi⟩
  have hsol : x = A⁻¹ *ᵥ Pi.single r (neighbourSum A r y) := by
    rw [← hfull, Matrix.mulVec_mulVec, Matrix.nonsing_inv_mul _ hA, Matrix.one_mulVec]
  have hcol : (A⁻¹ *ᵥ Pi.single r (neighbourSum A r y)) i
      = A⁻¹ i r * neighbourSum A r y := by
    simp [Matrix.mulVec, dotProduct, Pi.single_apply]
  rw [← hx i, hsol, hcol, mul_comm]
  rfl

/-- In an alternant system column `r` of the inverse is a zero-energy vector of the residual
molecule, and its neighbour sum is one. -/
theorem invColumn_nonbonding {A : Matrix n n ℝ} {c : n → Bool} (hc : IsAlternant A c)
    (hA : IsUnit A.det) (r : n) :
    deleted A r *ᵥ invColumn A r = 0 ∧ neighbourSum A r (invColumn A r) = 1 := by
  have h : ∀ i, ∑ j : {j // j ≠ r}, A i j * A⁻¹ j r = (1 : Matrix n n ℝ) i r := by
    intro i
    rw [← Matrix.mul_nonsing_inv A hA, Matrix.mul_apply, sum_split _ r,
      inv_diag_eq_zero hc hA, mul_zero, zero_add]
  refine ⟨?_, (h r).trans (Matrix.one_apply_eq r)⟩
  ext i
  exact (h i).trans (Matrix.one_apply_ne i.2)

/-- In an invertible alternant system the zero-energy space of the residual molecule is
one-dimensional and spanned by column `r` of the inverse Hückel matrix. -/
theorem kernel_deleted {A : Matrix n n ℝ} {c : n → Bool} (hc : IsAlternant A c)
    (hA : IsUnit A.det) (r : n) :
    LinearMap.ker (deleted A r).mulVecLin = Submodule.span ℝ {invColumn A r} ∧
      Module.finrank ℝ (LinearMap.ker (deleted A r).mulVecLin) = 1 := by
  obtain ⟨h0, h1⟩ := invColumn_nonbonding hc hA r
  have hne : invColumn A r ≠ 0 := by
    intro h
    rw [h] at h1
    simp [neighbourSum] at h1
  have hker : LinearMap.ker (deleted A r).mulVecLin = Submodule.span ℝ {invColumn A r} := by
    ext y
    rw [LinearMap.mem_ker, Matrix.mulVecLin_apply, Submodule.mem_span_singleton]
    constructor
    · intro hy
      exact ⟨neighbourSum A r y, funext fun i => (orbital_eq hA hy i).symm⟩
    · rintro ⟨t, rfl⟩
      rw [Matrix.mulVec_smul, h0, smul_zero]
  exact ⟨hker, by rw [hker, finrank_span_singleton hne]⟩

/-- For a symmetric, invertible, alternant Hückel matrix the Dewar number of atom `r` is `2 /
√((A⁻²)ᵣᵣ)`. -/
theorem dewar_number {A : Matrix n n ℝ} {c : n → Bool} (hS : A.IsSymm)
    (hc : IsAlternant A c) (hA : IsUnit A.det) (r : n) :
    HasDewarNumber A r (2 / √((A⁻¹ * A⁻¹) r r)) := by
  obtain ⟨h0, h1⟩ := invColumn_nonbonding hc hA r
  -- by symmetry the diagonal entry is the squared norm of the column
  have hQ : (A⁻¹ * A⁻¹) r r = ∑ i, invColumn A r i ^ 2 := by
    have hs : (A⁻¹)ᵀ = A⁻¹ := by rw [Matrix.transpose_nonsing_inv, hS.eq]
    rw [Matrix.mul_apply, sum_split _ r, inv_diag_eq_zero hc hA, mul_zero, zero_add]
    refine Finset.sum_congr rfl fun i _ => ?_
    have hi : A⁻¹ r i = A⁻¹ i r := congrFun (congrFun hs i) r
    rw [hi, ← sq]
    rfl
  have hpos : 0 < ∑ i, invColumn A r i ^ 2 := by
    have hne : invColumn A r ≠ 0 := by
      intro h
      rw [h] at h1
      simp [neighbourSum] at h1
    obtain ⟨i, hi⟩ := Function.ne_iff.mp hne
    exact Finset.sum_pos' (fun _ _ => sq_nonneg _)
      ⟨i, Finset.mem_univ i, lt_of_le_of_ne (sq_nonneg _) (Ne.symm (pow_ne_zero 2 hi))⟩
  rw [hQ]
  constructor
  · refine ⟨(√(∑ i, invColumn A r i ^ 2))⁻¹ • invColumn A r, ?_, ?_⟩
    · rw [Matrix.mulVec_smul, h0, smul_zero]
    · simp only [Pi.smul_apply, smul_eq_mul, mul_pow]
      rw [← Finset.mul_sum, inv_pow, Real.sq_sqrt hpos.le]
      exact inv_mul_cancel₀ hpos.ne'
  · rintro y ⟨hy, hnorm⟩
    -- normalisation fixes the neighbour sum up to sign
    have h2 : neighbourSum A r y ^ 2 * ∑ i, invColumn A r i ^ 2 = 1 := by
      rw [← hnorm, Finset.mul_sum]
      exact Finset.sum_congr rfl fun i _ => by rw [orbital_eq hA hy i, mul_pow]
    have h3 : |neighbourSum A r y| * √(∑ i, invColumn A r i ^ 2) = 1 := by
      rw [← Real.sqrt_sq_eq_abs, ← Real.sqrt_mul (sq_nonneg _), h2, Real.sqrt_one]
    rw [eq_div_iff (Real.sqrt_pos.mpr hpos).ne', mul_assoc, h3, mul_one]

/-- If a symmetric integer alternant matrix `M` satisfies `M B = k` with `k > 0`, the Dewar number
of atom `r` is `2 k / √((B²)ᵣᵣ)`. -/
theorem dewar_number_int {M B : Matrix n n ℤ} {c : n → Bool} {k : ℤ} (hk : 0 < k)
    (hS : M.IsSymm) (hc : IsAlternant M c) (hB : M * B = k • (1 : Matrix n n ℤ)) (r : n) :
    HasDewarNumber (M.map (Int.castRingHom ℝ)) r (2 * (k : ℝ) / √(((B * B) r r : ℤ) : ℝ)) := by
  have hk' : (0 : ℝ) < k := by exact_mod_cast hk
  have hAB : M.map (Int.castRingHom ℝ) * B.map (Int.castRingHom ℝ)
      = (k : ℝ) • (1 : Matrix n n ℝ) := by
    rw [← Matrix.map_mul, hB]
    ext i j
    simp only [Matrix.map_apply, Matrix.smul_apply, Matrix.one_apply, smul_eq_mul]
    split_ifs <;> simp
  have hright : M.map (Int.castRingHom ℝ) * ((k : ℝ)⁻¹ • B.map (Int.castRingHom ℝ)) = 1 := by
    rw [Matrix.mul_smul, hAB, smul_smul, inv_mul_cancel₀ hk'.ne', one_smul]
  have hsq : ((M.map (Int.castRingHom ℝ))⁻¹ * (M.map (Int.castRingHom ℝ))⁻¹) r r
      = (((B * B) r r : ℤ) : ℝ) / (k : ℝ) ^ 2 := by
    rw [Matrix.inv_eq_right_inv hright, Matrix.smul_mul, Matrix.mul_smul, ← Matrix.map_mul]
    simp only [Matrix.smul_apply, Matrix.map_apply, smul_eq_mul, eq_intCast]
    ring
  have h := dewar_number (hS.map (Int.castRingHom ℝ))
    (c := c) (fun i j hij => by simp [Matrix.map_apply, hc i j hij])
    (Matrix.isUnit_det_of_right_inverse hright) r
  rw [hsq, Real.sqrt_div' _ (sq_nonneg _), Real.sqrt_sq hk'.le, div_div_eq_mul_div] at h
  exact h

/-- If all entries between atoms of equal index parity vanish, the matrix is alternant with
the colouring by parity. -/
lemma isAlternant_parity {m : ℕ} {M : Matrix (Fin m) (Fin m) ℤ}
    (h : Matrix.of (fun i j : Fin m => if i.val % 2 = j.val % 2 then M i j else 0) = 0) :
    IsAlternant M (fun i => decide (i.val % 2 = 0)) := by
  intro i j hij
  have h1 : i.val % 2 = 0 ↔ j.val % 2 = 0 := decide_eq_decide.mp hij
  have h2 : i.val % 2 = j.val % 2 := by omega
  have h3 := congrFun (congrFun h i) j
  rw [Matrix.of_apply, if_pos h2] at h3
  exact h3

/-- The adjacency matrix of the benzene ring. -/
def benzene : Matrix (Fin 6) (Fin 6) ℤ :=
  !![0, 1, 0, 0, 0, 1; 1, 0, 1, 0, 0, 0; 0, 1, 0, 1, 0, 0;
     0, 0, 1, 0, 1, 0; 0, 0, 0, 1, 0, 1; 1, 0, 0, 0, 1, 0]

/-- The adjacency matrix of naphthalene: atoms 0 to 9 run round the perimeter, and the
bridgeheads 0 and 5 are bonded. -/
def naphthalene : Matrix (Fin 10) (Fin 10) ℤ :=
  Matrix.of fun i j => if j = i + 1 ∨ i = j + 1 ∨ (i = 0 ∧ j = 5) ∨ (i = 5 ∧ j = 0) then 1 else 0

/-- Every position of benzene has Dewar number `4/√3`. -/
theorem benzene_dewar (r : Fin 6) :
    HasDewarNumber (benzene.map (Int.castRingHom ℝ)) r (4 / √3) := by
  let B : Matrix (Fin 6) (Fin 6) ℤ :=
    !![0, 1, 0, -1, 0, 1; 1, 0, 1, 0, -1, 0; 0, 1, 0, 1, 0, -1;
       -1, 0, 1, 0, 1, 0; 0, -1, 0, 1, 0, 1; 1, 0, -1, 0, 1, 0]
  have hq : ∀ r, (B * B) r r = 3 := by decide +kernel
  have h := dewar_number_int (M := benzene) (B := B) (k := 2)
    (c := fun i => decide (i.val % 2 = 0)) (by norm_num)
    (by unfold Matrix.IsSymm; decide +kernel) (isAlternant_parity (by decide +kernel))
    (by decide +kernel) r
  rw [hq r] at h
  convert h using 1
  norm_num

/-- In naphthalene the Dewar numbers are `6/√11` at the alpha atom 1, `6/√8` at the beta
atom 2 and `6/√5` at the bridgehead 0. -/
theorem naphthalene_dewar :
    HasDewarNumber (naphthalene.map (Int.castRingHom ℝ)) 1 (6 / √11) ∧
    HasDewarNumber (naphthalene.map (Int.castRingHom ℝ)) 2 (6 / √8) ∧
    HasDewarNumber (naphthalene.map (Int.castRingHom ℝ)) 0 (6 / √5) := by
  -- three times the inverse adjacency matrix
  let B : Matrix (Fin 10) (Fin 10) ℤ :=
    !![0, 1, 0, -1, 0, 1, 0, -1, 0, 1; 1, 0, 2, 0, -2, 0, 1, 0, -1, 0;
       0, 2, 0, 1, 0, -1, 0, 1, 0, -1; -1, 0, 1, 0, 2, 0, -1, 0, 1, 0;
       0, -2, 0, 2, 0, 1, 0, -1, 0, 1; 1, 0, -1, 0, 1, 0, 1, 0, -1, 0;
       0, 1, 0, -1, 0, 1, 0, 2, 0, -2; -1, 0, 1, 0, -1, 0, 2, 0, 1, 0;
       0, -1, 0, 1, 0, -1, 0, 1, 0, 2; 1, 0, -1, 0, 1, 0, -2, 0, 2, 0]
  have h := dewar_number_int (M := naphthalene) (B := B) (k := 3)
    (c := fun i => decide (i.val % 2 = 0)) (by norm_num)
    (by unfold Matrix.IsSymm; decide +kernel) (isAlternant_parity (by decide +kernel))
    (by decide +kernel)
  have q1 : (B * B) 1 1 = 11 := by decide +kernel
  have q2 : (B * B) 2 2 = 8 := by decide +kernel
  have q0 : (B * B) 0 0 = 5 := by decide +kernel
  have h1 := h 1
  have h2 := h 2
  have h0 := h 0
  rw [q1] at h1
  rw [q2] at h2
  rw [q0] at h0
  refine ⟨?_, ?_, ?_⟩
  · convert h1 using 1
    norm_num
  · convert h2 using 1
    norm_num
  · convert h0 using 1
    norm_num

end

end DewarReactivity
```

```lean
#print axioms DewarReactivity.kernel_deleted
#print axioms DewarReactivity.dewar_number
#print axioms DewarReactivity.benzene_dewar
#print axioms DewarReactivity.naphthalene_dewar
```

```
'DewarReactivity.kernel_deleted' depends on axioms: [propext, Classical.choice, Quot.sound]
'DewarReactivity.dewar_number' depends on axioms: [propext, Classical.choice, Quot.sound]
'DewarReactivity.benzene_dewar' depends on axioms: [propext, Classical.choice, Quot.sound]
'DewarReactivity.naphthalene_dewar' depends on axioms: [propext, Classical.choice, Quot.sound]
```

## What the theorems say about the π system

The finite type `n` labels the atoms, and `c` is the colouring. `IsAlternant A c` includes the case i = j, so it also sets every site energy to the common zero; heteroatoms with shifted site energies are excluded. Couplings between the colours may have any real values. The hypothesis `hA`, that the determinant is a unit, means that the parent molecule has no nonbonding orbital of its own. This rules out square cyclobutadiene and every alternant system with an odd number of atoms.

`deleted A r` removes one row and one column and leaves the other couplings unchanged. `HasDewarNumber A r N` requires that a normalised nonbonding orbital exists and that every such orbital gives the value N, so the choice of sign does not matter. `dewar_number` is the formula. `kernel_deleted` gives the span and the dimension, and does not need symmetry.

The examples cover all six positions of benzene and atoms 0, 1 and 2 of naphthalene. The theorems concern exact real matrices: they do not bound rounding errors in a solver, and they do not connect the number to measured reaction rates.

## How the proof follows the derivation

`inv_diag_eq_zero` builds the vector u and shows in `key` that A annihilates it, with the same split by colour. `orbital_eq` extends y by zero, obtains A x = s e_r as `hfull`, and multiplies by the inverse. `invColumn_nonbonding` drops the vanishing term from A A⁻¹ = 1, and `kernel_deleted` combines these two results into equality of the kernel and the span.

In `dewar_number`, `hQ` identifies the diagonal entry with the squared norm, and `hpos` shows that it is positive. The rescaled column then supplies the orbital, while `h2` and `h3` carry out the normalisation step for an arbitrary one.

`dewar_number_int` transfers the formula to integer matrices. For the two molecules, `decide +kernel` evaluates the symmetry, the colouring, the product M B and the needed diagonal entries of B² in exact integer arithmetic.

## A triangle with no nonbonding orbital

Without the two-colouring the formula can return a plausible number that means nothing. Take three mutually bonded atoms with unit couplings. The matrix is symmetric and invertible, and its inverse has −1/2 on the diagonal and 1/2 elsewhere. Hence (A⁻²)_rr = 3/4, and the formula returns 4/√3, the benzene value. Yet deleting an atom leaves ethylene, whose levels are ±1, so there is no nonbonding orbital.

The entry b_r = −1/2 reveals the failure. The derivation uses the colouring only to obtain b_r = 0, so the same argument gives a neighbouring criterion, which is argued here in prose and not formalised: for any invertible real symmetric A, deleting r leaves a nonbonding orbital exactly when (A⁻¹)_rr = 0, and the formula for N_r then holds. A code can therefore test b_r, within its numerical tolerance, before it returns 2/‖b‖. The test secures the orbital and its neighbour sum. It does not secure the energy estimate given above, which without the two-colouring also depends on the site energy of r and on how the levels are filled.
